# In log1p form, PBE correlation amplifies a small relative error in its argument by a bounded factor at every reduced gradient

Take a point where the uniform-gas part of the PBE correlation energy per electron is $\varepsilon=-\ln 2$ and the gradient part is $H=\ln\!\big(2-1/(1+y+y^2)\big)$, in units where the PBE prefactor is 1. The number $y\ge 0$ grows with the square of the density gradient. At $y=1000$ the two parts are each about $0.69$ in size, but their sum is only about $-5.0\cdot10^{-7}$, so six digits cancel.

I can write the same sum as $\ln(1-u)$ with $u=1/\big(2(1+y+y^2)\big)$ and call `log1p(-u)`, which returns $\ln(1-u)$ accurately even when $u$ is tiny. But my $u$ is rounded too, and the result is just as tiny. Why should its relative accuracy survive, and does it do so for every gradient?

## The large terms cancel algebraically, and the logarithm is at least as large as u in magnitude

It does survive, provided that the relative error of $u$ is small enough to keep the computed argument below a bound $a<1$. A relative error $d$ in $u$ then becomes a relative error of at most $d/(1-a)$ in the energy, with the same $a$ for all gradients at a given density and spin polarisation.

In general $H$ has the prefactor $\gamma\phi^3$, where $\phi$ is the spin-scaling factor. The constant $\beta$ sets the strength of the gradient correction for slowly varying densities, and $\gamma$ sets the scale of the logarithm that cancels the high-density divergence of the uniform-gas energy. With the reduced gradient $t=|\nabla n|/(2\phi k_s n)$, where $n$ is the density and $k_s\propto n^{1/6}$ is the Thomas–Fermi screening wave number, define

$$w=-\frac{\varepsilon}{\gamma\phi^3},\qquad A=\frac{\beta/\gamma}{e^w-1},\qquad y=At^2,\qquad D=1+y+y^2 .$$

Here $\varepsilon<0$ is an energy, not the machine precision. Since $\beta/\gamma=A(e^w-1)$ and $y(1+y)=D-1$, the argument of the logarithm in $H$ is

$$1+(e^w-1)\frac{y(1+y)}{D}=e^w-\frac{e^w-1}{D}=e^w(1-u),\qquad u=\frac{1-e^{-w}}{D}.$$

Hence $H=\gamma\phi^3\,[w+\ln(1-u)]$. The first term is $-\varepsilon$, which leaves

$$\varepsilon+H=\gamma\phi^3\ln(1-u).$$

Now let $v$ be the computed value of $u$, with $|v-u|\le d\,u$, and let $u$ and $v$ both be at most $a<1$. The inequality $\ln r\le r-1$ with $r=(1-v)/(1-u)$ gives

$$\ln(1-v)-\ln(1-u)\le\frac{u-v}{1-u}\le\frac{|v-u|}{1-a}.$$

Exchanging $u$ and $v$ gives the same bound for the opposite difference. The same inequality with $r=1-u$ gives $\ln(1-u)\le-u$, so $u\le|\ln(1-u)|$. Therefore

$$|\ln(1-v)-\ln(1-u)|\le\frac{d\,u}{1-a}\le\frac{d}{1-a}\,|\ln(1-u)| .$$

The second step answers your worry: the error is at most a fixed multiple of $u$, and the result is never smaller than $u$ in magnitude.

For all $t$ we have $D\ge1$, so $0<u\le1-e^{-w}$ and $v\le(1+d)u\le(1+d)(1-e^{-w})$. Any $a<1$ that is at least this last number will do. For $d$ much smaller than $e^{-w}$, the smallest such $a$ gives a factor close to $e^w$, which is 2 in your example. At your $y=1000$ the general inequality also allows $a=(1+d)u$, and the factor is then almost exactly 1.

The published sum behaves differently. From $uD=1-e^{-w}<1$ follows $uy<1$, and the difference bound with $a=1-e^{-w}$ gives $|\ln(1-u)|\le u\,e^w$. For any number $K$, choose $y=(|K|+1)e^w/w$. Then

$$K|\ln(1-u)|\le|K|\,u\,e^w<(|K|+1)\,u\,e^w=u\,y\,w<w .$$

So $|\varepsilon|$ exceeds $K$ times the magnitude of the total, and $H$, which is $|\varepsilon|$ minus that magnitude, exceeds $K-1$ times it. For $K>1$, a relative rounding error made in $H$ alone is therefore magnified by more than $K-1$.

## From the density to the energy in a program

At each grid point, a program that uses the logarithmic form computes $\varepsilon$, $\phi$ and $t$ from the density, its gradient and the spin polarisation, and can then evaluate

- `w = -eps/(gamma*phi**3)`
- `y = beta/gamma/expm1(w)*t**2`
- `u = -expm1(-w)/(1 + y + y*y)`
- `e = gamma*phi**3*log1p(-u)`

The function `expm1(x)` returns $e^x-1$ without cancellation at small $x$. Large $y$ occurs in the exponential tail of a molecular density, where $t$ grows as the density falls. A total energy hardly notices the lost digits there, because such points contribute little; they matter when the small value itself enters a ratio.

## What the theorems say about PBE

The definitions `pbeW`, `pbeA`, `pbeH` and `pbeU` are $w$, $A$, $H$ and $u$, with real numbers for all quantities. `pbeCorrelation` is the published sum $\varepsilon+H$, so the logarithmic form is proved and not built into the definition.

- `log_one_sub_rel_error` is the general inequality. It needs $0<u\le a<1$, $v\le a$ and $|v-u|\le d\,u$; the sign of $v$ is free.
- `pbe_log1p_form` is the identity $\varepsilon+H=\gamma\phi^3\ln(1-u)$ for positive $\beta,\gamma,\phi$, negative $\varepsilon$ and every real $t$.
- `pbe_log1p_rel_error` combines them. Its hypothesis `hda` is $(1+d)(1-e^{-w})\le a$, which together with $a<1$ keeps $v$ away from 1, where the logarithm diverges.
- `pbe_sum_cancellation` says that for every $w>0$ and $K$ some $y>0$ makes $\ln(1-u)$ negative and $K|\ln(1-u)|<w$. It is stated in $y$; since $A>0$, the matching gradient is $t=\sqrt{y/A}$.

The parameters $\varepsilon$ and $\phi$ are arbitrary numbers with the stated signs, not functions of a density. The size $d$ of the error in $u$ is assumed, not derived from the operations that produce $u$. Floating-point analysis has to supply this $d$ and also to treat the last line of the program: in the theorem the logarithm of $1-v$ and the product with $\gamma\phi^3$ are exact, whereas `log1p` and the multiplication add their own rounding. For density-functional calculations the result thus concerns the energy per electron at one point, not the potential or the integrated energy.

```lean
import Mathlib

open Real

namespace PBELogAccuracy

noncomputable section

/-- The uniform-gas correlation energy `ε` in units of `-γφ³`, for `γφ³ ≠ 0`. -/
def pbeW (γ φ ε : ℝ) : ℝ := -ε / (γ * φ ^ 3)

/-- The PBE coefficient `A = (β/γ) / (exp(-ε/(γφ³)) - 1)`, for nonzero `γ`, `φ` and `ε`. -/
def pbeA (β γ φ ε : ℝ) : ℝ := β / γ / (exp (pbeW γ φ ε) - 1)

/-- The PBE gradient contribution `H` at reduced gradient `t`, in its published form,
for nonzero `γ`, `φ` and `ε`. -/
def pbeH (β γ φ ε t : ℝ) : ℝ :=
  γ * φ ^ 3 * log (1 + β / γ * t ^ 2 * ((1 + pbeA β γ φ ε * t ^ 2) /
    (1 + pbeA β γ φ ε * t ^ 2 + pbeA β γ φ ε ^ 2 * t ^ 4)))

/-- The PBE correlation energy per electron, `ε + H`, for nonzero `γ`, `φ` and `ε`. -/
def pbeCorrelation (β γ φ ε t : ℝ) : ℝ := ε + pbeH β γ φ ε t

/-- The number `u = (1 - exp(-w)) / (1 + y + y²)` in the log1p form `log (1 - u)`. -/
def pbeU (w y : ℝ) : ℝ := (1 - exp (-w)) / (1 + y + y ^ 2)

/-- If `x` and `z` are at most `a < 1`, then `log (1 - x) - log (1 - z)` is at most
`|x - z| / (1 - a)`. -/
theorem log_one_sub_lipschitz {a x z : ℝ} (ha : a < 1) (hx : x ≤ a) (hz : z ≤ a) :
    log (1 - x) - log (1 - z) ≤ |x - z| / (1 - a) := by
  have hp : 0 < 1 - x := by linarith
  have hq : 0 < 1 - z := by linarith
  have h := Real.log_le_sub_one_of_pos (div_pos hp hq)
  rw [Real.log_div hp.ne' hq.ne'] at h
  have e : (1 - x) / (1 - z) - 1 = (z - x) / (1 - z) := by
    rw [eq_div_iff hq.ne', sub_mul, div_mul_cancel₀ _ hq.ne']
    ring
  rw [e] at h
  refine h.trans (div_le_div₀ (abs_nonneg _) ?_ (by linarith) (by linarith))
  rw [abs_sub_comm]
  exact le_abs_self _

/-- If `u > 0` and `v` are at most `a < 1` and `v` approximates `u` with relative error `d`,
then `log (1 - v)` approximates `log (1 - u)` with relative error at most `d/(1-a)`. -/
theorem log_one_sub_rel_error {a d u v : ℝ} (ha : a < 1) (hu : 0 < u) (hua : u ≤ a)
    (hva : v ≤ a) (h : |v - u| ≤ d * u) :
    |log (1 - v) - log (1 - u)| ≤ d / (1 - a) * |log (1 - u)| := by
  have ha' : 0 < 1 - a := by linarith
  have hd : 0 ≤ d := by
    refine le_of_mul_le_mul_right ?_ hu
    rw [zero_mul]
    exact (abs_nonneg _).trans h
  -- the magnitude of `log (1 - u)` is at least `u`
  have hlog : u ≤ |log (1 - u)| := by
    have h1 := Real.log_le_sub_one_of_pos (show 0 < 1 - u by linarith)
    have h2 := neg_le_abs (log (1 - u))
    linarith
  have hlip : |log (1 - v) - log (1 - u)| ≤ |v - u| / (1 - a) := by
    refine abs_sub_le_iff.2 ⟨log_one_sub_lipschitz ha hva hua, ?_⟩
    rw [abs_sub_comm v u]
    exact log_one_sub_lipschitz ha hua hva
  calc |log (1 - v) - log (1 - u)| ≤ |v - u| / (1 - a) := hlip
    _ ≤ d * |log (1 - u)| / (1 - a) :=
        div_le_div_of_nonneg_right (h.trans (mul_le_mul_of_nonneg_left hlog hd)) ha'.le
    _ = d / (1 - a) * |log (1 - u)| := by ring

/-- For `w > 0` and `y ≥ 0` the number `u = pbeU w y` is positive and at most `1 - exp(-w)`. -/
theorem pbeU_bounds {w y : ℝ} (hw : 0 < w) (hy : 0 ≤ y) :
    0 < pbeU w y ∧ pbeU w y ≤ 1 - exp (-w) := by
  have h : 0 < 1 - exp (-w) := by
    have := Real.exp_lt_one_iff.2 (show -w < 0 by linarith)
    linarith
  exact ⟨div_pos h (by positivity), div_le_self h.le (by nlinarith [sq_nonneg y])⟩

/-- For positive `γ`, `φ` and negative `ε`, the reduced energy `w` is positive. -/
theorem pbeW_pos {γ φ ε : ℝ} (hγ : 0 < γ) (hφ : 0 < φ) (hε : ε < 0) :
    0 < pbeW γ φ ε :=
  div_pos (by linarith) (by positivity)

/-- For positive `β`, `γ`, `φ` and negative `ε`, the PBE coefficient `A` is positive. -/
theorem pbeA_pos {β γ φ ε : ℝ} (hβ : 0 < β) (hγ : 0 < γ) (hφ : 0 < φ) (hε : ε < 0) :
    0 < pbeA β γ φ ε := by
  have h := Real.one_lt_exp_iff.2 (pbeW_pos hγ hφ hε)
  exact div_pos (div_pos hβ hγ) (by linarith)

/-- For positive `β`, `γ`, `φ` and negative `ε`, the PBE correlation energy equals
`γφ³ log (1 - u)`. -/
theorem pbe_log1p_form {β γ φ ε : ℝ} (hβ : 0 < β) (hγ : 0 < γ) (hφ : 0 < φ)
    (hε : ε < 0) (t : ℝ) :
    pbeCorrelation β γ φ ε t =
      γ * φ ^ 3 * log (1 - pbeU (pbeW γ φ ε) (pbeA β γ φ ε * t ^ 2)) := by
  have hw := pbeW_pos hγ hφ hε
  have hE : exp (pbeW γ φ ε) - 1 ≠ 0 := (sub_pos.2 (Real.one_lt_exp_iff.2 hw)).ne'
  have hA : pbeA β γ φ ε * (exp (pbeW γ φ ε) - 1) = β / γ := div_mul_cancel₀ _ hE
  have hg : pbeW γ φ ε * (γ * φ ^ 3) = -ε := div_mul_cancel₀ _ (by positivity)
  have hy : 0 ≤ pbeA β γ φ ε * t ^ 2 :=
    mul_nonneg (pbeA_pos hβ hγ hφ hε).le (sq_nonneg t)
  unfold pbeCorrelation pbeH
  rw [← hA, show pbeA β γ φ ε ^ 2 * t ^ 4 = (pbeA β γ φ ε * t ^ 2) ^ 2 by ring,
    show pbeA β γ φ ε * (exp (pbeW γ φ ε) - 1) * t ^ 2 =
      pbeA β γ φ ε * t ^ 2 * (exp (pbeW γ φ ε) - 1) by ring]
  generalize pbeA β γ φ ε * t ^ 2 = y at hy ⊢
  generalize pbeW γ φ ε = w at hw hg ⊢
  have hu : 0 < 1 - pbeU w y := by
    have := (pbeU_bounds hw hy).2
    have := Real.exp_pos (-w)
    linarith
  -- the uniform-gas energy factors out of the logarithm
  have key : 1 + y * (exp w - 1) * ((1 + y) / (1 + y + y ^ 2)) =
      exp w * (1 - pbeU w y) := by
    have hD : 1 + y + y ^ 2 ≠ 0 := by positivity
    have hx : exp w ≠ 0 := (Real.exp_pos w).ne'
    unfold pbeU
    rw [Real.exp_neg]
    field_simp
    ring
  rw [key, Real.log_mul (Real.exp_pos w).ne' hu.ne', Real.log_exp]
  linear_combination hg

/-- Let `β`, `γ`, `φ` be positive, `ε` negative and `(1+d)(1 - exp(-w)) ≤ a < 1` with `d ≥ 0`.
If `v` approximates `u` with relative error `d`, then `γφ³ log (1 - v)` approximates the PBE
correlation energy with relative error at most `d/(1-a)`, at every reduced gradient `t`. -/
theorem pbe_log1p_rel_error {β γ φ ε a d v : ℝ} (hβ : 0 < β) (hγ : 0 < γ) (hφ : 0 < φ)
    (hε : ε < 0) (hd : 0 ≤ d) (ha : a < 1)
    (hda : (1 + d) * (1 - exp (-pbeW γ φ ε)) ≤ a) (t : ℝ)
    (h : |v - pbeU (pbeW γ φ ε) (pbeA β γ φ ε * t ^ 2)| ≤
      d * pbeU (pbeW γ φ ε) (pbeA β γ φ ε * t ^ 2)) :
    |γ * φ ^ 3 * log (1 - v) - pbeCorrelation β γ φ ε t| ≤
      d / (1 - a) * |pbeCorrelation β γ φ ε t| := by
  have hg : 0 < γ * φ ^ 3 := by positivity
  obtain ⟨h0, h1⟩ := pbeU_bounds (pbeW_pos hγ hφ hε)
    (mul_nonneg (pbeA_pos hβ hγ hφ hε).le (sq_nonneg t))
  rw [pbe_log1p_form hβ hγ hφ hε t]
  generalize pbeU (pbeW γ φ ε) (pbeA β γ φ ε * t ^ 2) = u at h h0 h1 ⊢
  -- both `u` and its perturbed value `v` are at most `a`
  have h2 : (1 + d) * u ≤ a :=
    (mul_le_mul_of_nonneg_left h1 (by linarith)).trans hda
  have h3 : 0 ≤ d * u := mul_nonneg hd h0.le
  have h4 := le_abs_self (v - u)
  have main := log_one_sub_rel_error ha h0 (by linarith) (by linarith) h
  rw [← mul_sub, abs_mul (γ * φ ^ 3), abs_mul (γ * φ ^ 3), abs_of_pos hg]
  calc γ * φ ^ 3 * |log (1 - v) - log (1 - u)|
      ≤ γ * φ ^ 3 * (d / (1 - a) * |log (1 - u)|) := mul_le_mul_of_nonneg_left main hg.le
    _ = d / (1 - a) * (γ * φ ^ 3 * |log (1 - u)|) := by ring

/-- For every `w > 0` and every `K` there is a `y > 0` at which `log (1 - u)` is negative and
`w` exceeds `K` times its magnitude. -/
theorem pbe_sum_cancellation {w : ℝ} (hw : 0 < w) (K : ℝ) :
    ∃ y : ℝ, 0 < y ∧ log (1 - pbeU w y) < 0 ∧ K * |log (1 - pbeU w y)| < w := by
  have hs := Real.exp_pos (-w)
  have hsw := mul_pos hs hw
  obtain ⟨y, hy, hyw⟩ : ∃ y : ℝ, 0 < y ∧ y * (exp (-w) * w) = |K| + 1 :=
    ⟨(|K| + 1) / (exp (-w) * w), div_pos (by positivity) hsw, div_mul_cancel₀ _ hsw.ne'⟩
  refine ⟨y, hy, ?_⟩
  obtain ⟨h0, h1⟩ := pbeU_bounds hw hy.le
  have hD : pbeU w y * (1 + y + y ^ 2) = 1 - exp (-w) :=
    div_mul_cancel₀ _ (by positivity)
  generalize pbeU w y = u at h0 h1 hD ⊢
  have hl : log (1 - u) < 0 := Real.log_neg (by linarith) (by linarith)
  have huy : u * y < 1 := by nlinarith [mul_nonneg h0.le (sq_nonneg y)]
  -- the logarithm is at most `u exp(w)` in magnitude
  have hb := log_one_sub_lipschitz (a := 1 - exp (-w)) (x := 0) (z := u)
    (by linarith) (by linarith) h1
  rw [sub_zero, Real.log_one, zero_sub, zero_sub, abs_neg, abs_of_pos h0, sub_sub_cancel,
    le_div_iff₀ hs] at hb
  refine ⟨hl, ?_⟩
  rw [abs_of_neg hl]
  refine lt_of_mul_lt_mul_right ?_ hs.le
  calc K * -log (1 - u) * exp (-w) = K * (-log (1 - u) * exp (-w)) := by ring
    _ ≤ |K| * (-log (1 - u) * exp (-w)) :=
        mul_le_mul_of_nonneg_right (le_abs_self K) (mul_pos (neg_pos.2 hl) hs).le
    _ ≤ |K| * u := mul_le_mul_of_nonneg_left hb (abs_nonneg K)
    _ < u * y * (exp (-w) * w) := by
        rw [mul_assoc, hyw]
        nlinarith
    _ < 1 * (exp (-w) * w) := mul_lt_mul_of_pos_right huy hsw
    _ = w * exp (-w) := by ring

end

end PBELogAccuracy
```

```lean
#print axioms PBELogAccuracy.pbe_log1p_rel_error
-- 'PBELogAccuracy.pbe_log1p_rel_error' depends on axioms: [propext, Classical.choice, Quot.sound]
#print axioms PBELogAccuracy.pbe_sum_cancellation
-- 'PBELogAccuracy.pbe_sum_cancellation' depends on axioms: [propext, Classical.choice, Quot.sound]
```

## The same steps in the Lean proof

`log_one_sub_lipschitz` is the one-sided difference bound. It applies `Real.log_le_sub_one_of_pos` to the quotient $(1-x)/(1-z)$, rewrites the right side as $(z-x)/(1-z)$, and enlarges it with `div_le_div₀`. In `log_one_sub_rel_error`, `hlip` uses this bound in both directions, `hlog` is $u\le|\ln(1-u)|$, and the `calc` block chains them. The sign of $d$ is obtained from $0\le|v-u|\le d\,u$ and $u>0$.

`pbeU_bounds` gives $0<u\le1-e^{-w}$, while `pbeW_pos` and `pbeA_pos` supply the signs of $w$ and $A$.

In `pbe_log1p_form`, the fraction $\beta/\gamma$ is first replaced by $A(e^w-1)$. The two `generalize` steps then turn $At^2$ and $w$ into plain variables, so that `key`, the factorisation $e^w(1-u)$, is an identity for `field_simp` and `ring`. After the logarithm of the product is split, `linear_combination hg` cancels $\varepsilon$ against $\gamma\phi^3w$.

`pbe_log1p_rel_error` rewrites the energy with this identity, derives $(1+d)u\le a$ in `h2`, applies the general inequality and multiplies by $\gamma\phi^3>0$.

`pbe_sum_cancellation` picks $y$ through the equation $y\,e^{-w}w=|K|+1$. The facts `huy` and `hb` are $uy<1$ and $|\ln(1-u)|\,e^{-w}\le u$. The final `calc` is the chain for $K$ above, multiplied throughout by $e^{-w}$, a factor that `lt_of_mul_lt_mul_right` removes.
